# The partition function of vacancies that block their nearest neighbours on an open chain

Take two neighbouring sites where a vacancy on one forbids a vacancy on the other. With weight \(z\) per vacancy, the partition function is \(1+2z\) instead of \((1+z)^2\). For three sites in a row I get \(1+3z+z^2\). On longer chains I lose track: a vacancy at the end blocks one site, one in the middle blocks two, and two vacancies can share a blocked site between them. If the number of blocked sites depends on the arrangement, how can there be a simple formula for \(N\) sites, and what is the grand potential per site of a long chain?

## The last site has only one neighbour

Decide the chain from its end. Each vacancy then blocks at most one site that is still undecided, and the shared blocking takes care of itself.

Number the sites \(0,\dots,N-1\), let \(A\) be the set of vacant sites, and call it allowed if it never contains both \(i\) and \(i+1\). Define
\[
Z_N=\sum_{A\ \text{allowed}} z^{|A|},\qquad Z_0=1,\quad Z_1=1+z .
\]
Here \(z=e^{-g/k_{\mathrm B}T}\), where \(k_{\mathrm B}\) is Boltzmann's constant, \(T\) is the temperature, and \(g\) is the free energy of forming one isolated vacancy on a fixed site at the given reservoir chemical potentials. The entropy of choosing the sites is not part of \(g\); it comes from the sum over \(A\). The fully occupied chain has weight 1, so grand potentials below are measured from that of the full chain.

On \(N+2\) sites, look at site \(N+1\), the last one. If it is occupied, the first \(N+1\) sites carry any allowed set. If it is vacant, site \(N\) must be occupied, the first \(N\) sites carry any allowed set, and there is an extra factor \(z\). Therefore
\[
Z_{N+2}=Z_{N+1}+z\,Z_N ,
\]
and two sites give \((1+z)+z=1+2z\), as you found.

The same split counts the arrangements \(a(N,k)\) with \(k\) vacancies:
\[
a(N+2,k+1)=a(N+1,k+1)+a(N,k).
\]
The claim is \(a(N,k)=\binom{N+1-k}{k}\) for \(k\le N+1\). It holds for \(k=0\), where both sides are 1, and for \(N=0\) and \(N=1\) by inspection. For \(k+1=N+3\) vacancies on \(N+2\) sites, both sides of the claim are 0. For \(k\le N+1\), Pascal's rule gives the step:
\[
\binom{N+1-k}{k+1}+\binom{N+1-k}{k}=\binom{N+2-k}{k+1}.
\]
Grouping the sum by vacancy number yields
\[
Z_N=\sum_{k=0}^{N}\binom{N-k+1}{k}z^k .
\]
At \(z=1\) this counts all allowed sets. The counts start 1, 2 and obey the Fibonacci recurrence, so they equal \(F_{N+2}\).

For the long chain, let \(z\ge 0\) and \(L=\tfrac12\bigl(1+\sqrt{1+4z}\bigr)\). Then \(L\ge1\) and \(L^2=L+z\). We show
\[
L^N\le Z_N\le L^{N+1}.
\]
For \(N=0\) this reads \(1\le1\le L\). For \(N=1\), \(L-1\le L(L-1)=z\) gives \(L\le1+z\), and \(1+z\le L+z=L^2\). Powers of \(L\) satisfy \(L^{j+2}=L^{j+1}+zL^j\), the recurrence of \(Z_N\), so both bounds pass from \(N\) and \(N+1\) to \(N+2\). Taking logarithms for \(N\ge1\),
\[
\log L\le\frac{\log Z_N}{N}\le\Bigl(1+\frac1N\Bigr)\log L ,
\]
so the grand potential per site, \(-k_{\mathrm B}T\log Z_N/N\), tends to \(-k_{\mathrm B}T\log L\).

In the dilute limit, \(\log L=z-\tfrac32z^2+\cdots\), whereas independent vacancies give \(\log(1+z)=z-\tfrac12z^2+\cdots\). The difference \(-z^2\) is the one forbidden neighbour pair per site. This expansion is read off from \(L\); the theorems below contain no series in small \(z\).

## Sites, weights and limits in Lean

`vacancySets N` is the finite collection of subsets of `range N` that satisfy `∀ i ∈ A, i + 1 ∉ A`. Nothing links site \(N-1\) to site 0, so the chain is open. `partitionFunction z N` is \(Z_N\), with `z` in any commutative semiring: the recurrence and the closed form hold for a number or for a formal variable. Note that `z` is the fugacity of vacancies, not of atoms.

In `partitionFunction_eq_sum_choose`, `range (N + 1)` means \(0\le k\le N\); terms with more vacancies than fit have zero binomial coefficients. `card_arrangements` writes the count as `m.choose k` with `m + k = N + 1`. The bounds and the limit require real `z` with `0 ≤ z`, as a Boltzmann weight has. `growthFactor z` is \(L\), which textbooks usually meet as the largest eigenvalue of a transfer matrix.

The step to a real material is the assumption that every vacancy has the same formation free energy, also at the chain ends, and interacts only by complete exclusion of nearest neighbours. Within that one-dimensional model, the formulas give reference values for grand-canonical lattice Monte Carlo, and they turn a computed formation free energy, at a given temperature and given chemical potentials, into a partition function with site blocking included.

```lean
import Mathlib

open Finset
open scoped Topology

namespace SiteBlockingVacancies

/-- The allowed vacancy sets on the open chain of sites `0, …, N - 1`: no two adjacent sites
are both vacant. -/
def vacancySets (N : ℕ) : Finset (Finset ℕ) :=
  {A ∈ (range N).powerset | ∀ i ∈ A, i + 1 ∉ A}

/-- The grand partition function of the chain: each allowed vacancy set `A` has weight
`z ^ card A`, where `z` is the vacancy fugacity. -/
def partitionFunction {R : Type*} [CommSemiring R] (z : R) (N : ℕ) : R :=
  ∑ A ∈ vacancySets N, z ^ A.card

/-- The growth factor `(1 + √(1 + 4z)) / 2` of the chain at fugacity `z ≥ 0`. -/
noncomputable def growthFactor (z : ℝ) : ℝ := (1 + √(1 + 4 * z)) / 2

/-- A sum over allowed vacancy sets on `N + 2` sites splits by the last site: either it is
occupied, or it is vacant and the remaining vacancies lie on the first `N` sites. -/
theorem sum_vacancySets_add_two {M : Type*} [AddCommMonoid M] (f : Finset ℕ → M) (N : ℕ) :
    ∑ A ∈ vacancySets (N + 2), f A =
      ∑ A ∈ vacancySets (N + 1), f A + ∑ A ∈ vacancySets N, f (insert (N + 1) A) := by
  have h2 : range (N + 2) = insert (N + 1) (range (N + 1)) := Finset.range_add_one
  have h1 : range (N + 1) = insert N (range N) := Finset.range_add_one
  unfold vacancySets
  rw [sum_filter, sum_filter, sum_filter, h2, sum_powerset_insert (by simp)]
  congr 1
  rw [h1, sum_powerset_insert (by simp)]
  -- two vacancies on the last two sites are forbidden
  have hz : ∑ A ∈ (range N).powerset,
      (if (∀ i ∈ insert (N + 1) (insert N A), i + 1 ∉ insert (N + 1) (insert N A))
        then f (insert (N + 1) (insert N A)) else 0) = 0 :=
    sum_eq_zero fun A _ => if_neg (fun h => h N (by simp) (by simp))
  rw [hz, add_zero]
  refine sum_congr rfl fun A hA => ?_
  have hlt : ∀ i ∈ A, i < N := fun i hi => mem_range.1 (mem_powerset.1 hA hi)
  -- a vacancy on the last site does not disturb the first `N` sites
  have hiff : (∀ i ∈ insert (N + 1) A, i + 1 ∉ insert (N + 1) A) ↔ ∀ i ∈ A, i + 1 ∉ A := by
    constructor
    · intro h i hi hi'
      exact h i (mem_insert_of_mem hi) (mem_insert_of_mem hi')
    · intro h i hi hi'
      rcases mem_insert.1 hi with e | hi
      · rcases mem_insert.1 hi' with e' | e'
        · omega
        · have := hlt _ e'
          omega
      · rcases mem_insert.1 hi' with e' | e'
        · have := hlt i hi
          omega
        · exact h i hi e'
  exact if_congr hiff rfl rfl

/-- Adding a vacancy on site `N + 1` to an allowed set on the first `N` sites raises the
number of vacancies by one. -/
theorem card_insert_last {N : ℕ} {A : Finset ℕ} (hA : A ∈ vacancySets N) :
    (insert (N + 1) A).card = A.card + 1 := by
  refine card_insert_of_notMem fun h => ?_
  have := mem_range.1 (mem_powerset.1 (mem_filter.1 hA).1 h)
  omega

/-- The partition functions of successive chains satisfy `Z_(N+2) = Z_(N+1) + z Z_N`. -/
theorem partitionFunction_add_two {R : Type*} [CommSemiring R] (z : R) (N : ℕ) :
    partitionFunction z (N + 2) = partitionFunction z (N + 1) + z * partitionFunction z N := by
  unfold partitionFunction
  rw [sum_vacancySets_add_two, mul_sum]
  congr 1
  refine sum_congr rfl fun A hA => ?_
  rw [card_insert_last hA, pow_succ']

/-- If `m + k = N + 1`, then `k` mutually non-adjacent vacancies can be placed on `N` sites
in `m.choose k` ways. -/
theorem card_arrangements {N m k : ℕ} (h : m + k = N + 1) :
    #{A ∈ vacancySets N | A.card = k} = m.choose k := by
  have h0 : vacancySets 0 = {∅} := by decide
  have h1 : vacancySets 1 = {∅, {0}} := by decide
  have hrec : ∀ n j, #{A ∈ vacancySets (n + 2) | A.card = j + 1} =
      #{A ∈ vacancySets (n + 1) | A.card = j + 1} + #{A ∈ vacancySets n | A.card = j} := by
    intro n j
    rw [card_filter, card_filter, card_filter, sum_vacancySets_add_two]
    congr 1
    refine sum_congr rfl fun A hA => ?_
    rw [card_insert_last hA]
    simp
  have hnone : ∀ n, #{A ∈ vacancySets n | A.card = 0} = 1 := by
    intro n
    have : {A ∈ vacancySets n | A.card = 0} = {∅} := by
      ext A
      simp only [mem_filter, mem_singleton, card_eq_zero]
      constructor
      · exact fun h => h.2
      · rintro rfl
        simp [vacancySets]
    rw [this, card_singleton]
  have key : ∀ n j, #{A ∈ vacancySets n | A.card = j} = (n + 1 - j).choose j := by
    intro n
    induction n using Nat.twoStepInduction with
    | zero =>
      rintro (_ | j)
      · exact (hnone _).trans (Nat.choose_zero_right _).symm
      · have e : 0 + 1 - (j + 1) = 0 := by omega
        rw [e, h0]
        simp [filter_singleton]
    | one =>
      rintro (_ | _ | j)
      · exact (hnone _).trans (Nat.choose_zero_right _).symm
      · decide
      · have e : 1 + 1 - (j + 1 + 1) = 0 := by omega
        rw [e, h1]
        simp [filter_insert, filter_singleton]
    | more n ih0 ih1 =>
      rintro (_ | j)
      · exact (hnone _).trans (Nat.choose_zero_right _).symm
      · rw [hrec, ih1, ih0]
        by_cases hj : j ≤ n + 1
        · -- Pascal's rule
          obtain ⟨p, hp⟩ := Nat.exists_eq_add_of_le hj
          have e1 : n + 1 + 1 - (j + 1) = p := by omega
          have e2 : n + 1 - j = p := by omega
          have e3 : n + 2 + 1 - (j + 1) = p + 1 := by omega
          rw [e1, e2, e3, Nat.choose_succ_succ', add_comm]
        · rw [Nat.choose_eq_zero_of_lt (by omega), Nat.choose_eq_zero_of_lt (by omega),
            Nat.choose_eq_zero_of_lt (by omega)]
  rw [key, ← h, Nat.add_sub_cancel]

/-- The partition function of site-blocking vacancies on an open chain of `N` sites is
the sum of `C(N - k + 1, k) z ^ k` over `0 ≤ k ≤ N`. -/
theorem partitionFunction_eq_sum_choose {R : Type*} [CommSemiring R] (z : R) (N : ℕ) :
    partitionFunction z N = ∑ k ∈ range (N + 1), ((N - k + 1).choose k : R) * z ^ k := by
  have hmaps : ∀ A ∈ vacancySets N, A.card ∈ range (N + 1) := by
    intro A hA
    have := card_le_card (mem_powerset.1 (mem_filter.1 hA).1)
    rw [card_range] at this
    exact mem_range.2 (by omega)
  unfold partitionFunction
  -- group the vacancy sets by their number of vacancies
  rw [← sum_fiberwise_of_maps_to hmaps]
  refine sum_congr rfl fun k hk => ?_
  have hk' := mem_range.1 hk
  rw [sum_congr rfl (fun A hA => by rw [(mem_filter.1 hA).2] :
      ∀ A ∈ {A ∈ vacancySets N | A.card = k}, z ^ A.card = z ^ k),
    sum_const, nsmul_eq_mul, card_arrangements (m := N - k + 1) (by omega)]

/-- The number of allowed vacancy sets on `N` sites is the Fibonacci number `F_(N+2)`. -/
theorem card_vacancySets (N : ℕ) : #(vacancySets N) = Nat.fib (N + 2) := by
  induction N using Nat.twoStepInduction with
  | zero => decide
  | one => decide
  | more n ih0 ih1 =>
    rw [card_eq_sum_ones, sum_vacancySets_add_two, ← card_eq_sum_ones, ← card_eq_sum_ones,
      ih0, ih1, Nat.fib_add_two (n := n + 2), add_comm]

/-- For fugacity `z ≥ 0` the growth factor `L` is at least one and solves `L ^ 2 = L + z`. -/
theorem growthFactor_spec {z : ℝ} (hz : 0 ≤ z) :
    1 ≤ growthFactor z ∧ growthFactor z ^ 2 = growthFactor z + z := by
  have hs : √(1 + 4 * z) ^ 2 = 1 + 4 * z := Real.sq_sqrt (by linarith)
  have h1 : 1 ≤ √(1 + 4 * z) := Real.one_le_sqrt.2 (by linarith)
  unfold growthFactor
  constructor
  · linarith
  · linear_combination hs / 4

/-- For fugacity `z ≥ 0` and growth factor `L`, the partition function of every finite chain
obeys `L ^ N ≤ Z_N ≤ L ^ (N + 1)`. -/
theorem partitionFunction_bounds {z : ℝ} (hz : 0 ≤ z) (N : ℕ) :
    growthFactor z ^ N ≤ partitionFunction z N ∧
      partitionFunction z N ≤ growthFactor z ^ (N + 1) := by
  obtain ⟨hL, hq⟩ := growthFactor_spec hz
  induction N using Nat.twoStepInduction with
  | zero =>
    have e : partitionFunction z 0 = 1 := by
      simp [partitionFunction_eq_sum_choose]
    rw [e]
    constructor <;> simp [hL]
  | one =>
    have e : partitionFunction z 1 = 1 + z := by
      simp [partitionFunction_eq_sum_choose, sum_range_succ]
    rw [e]
    constructor
    · nlinarith
    · exact (by linarith : 1 + z ≤ growthFactor z + z).trans_eq hq.symm
  | more n ih0 ih1 =>
    -- powers of `L` obey the same recurrence as the partition function
    have hp : ∀ j, growthFactor z ^ (j + 2) =
        growthFactor z ^ (j + 1) + z * growthFactor z ^ j := by
      intro j
      linear_combination growthFactor z ^ j * hq
    have l0 := mul_le_mul_of_nonneg_left ih0.1 hz
    have u0 := mul_le_mul_of_nonneg_left ih0.2 hz
    have hp' := hp (n + 1)
    rw [partitionFunction_add_two]
    constructor
    · rw [hp n]
      linarith [ih1.1]
    · calc _ ≤ growthFactor z ^ (n + 1 + 1) + z * growthFactor z ^ (n + 1) :=
            add_le_add ih1.2 u0
        _ = growthFactor z ^ (n + 2 + 1) := hp'.symm

/-- For fugacity `z ≥ 0`, the logarithm of the partition function per site tends to
`log ((1 + √(1 + 4z)) / 2)` as the chain grows. -/
theorem tendsto_log_partitionFunction_div {z : ℝ} (hz : 0 ≤ z) :
    Filter.Tendsto (fun N : ℕ => Real.log (partitionFunction z N) / N) Filter.atTop
      (𝓝 (Real.log (growthFactor z))) := by
  have hL : 0 < growthFactor z := lt_of_lt_of_le one_pos (growthFactor_spec hz).1
  have h := (tendsto_const_nhds (x := Real.log (growthFactor z))).add
    (tendsto_const_div_atTop_nhds_zero_nat (Real.log (growthFactor z)))
  rw [add_zero] at h
  -- squeeze between the two finite-chain bounds
  refine tendsto_of_tendsto_of_tendsto_of_le_of_le' tendsto_const_nhds h ?_ ?_
  · filter_upwards [Filter.eventually_gt_atTop 0] with N hN
    have hN' : (0 : ℝ) < N := Nat.cast_pos.2 hN
    have hb := Real.log_le_log (pow_pos hL N) (partitionFunction_bounds hz N).1
    rw [Real.log_pow] at hb
    rw [le_div_iff₀ hN']
    linarith
  · filter_upwards [Filter.eventually_gt_atTop 0] with N hN
    have hN' : (0 : ℝ) < N := Nat.cast_pos.2 hN
    have hb := Real.log_le_log (lt_of_lt_of_le (pow_pos hL N) (partitionFunction_bounds hz N).1)
      (partitionFunction_bounds hz N).2
    rw [Real.log_pow] at hb
    push_cast at hb
    rw [div_le_iff₀ hN', add_mul, div_mul_cancel₀ _ hN'.ne']
    linarith

end SiteBlockingVacancies
```

```lean
#print axioms SiteBlockingVacancies.partitionFunction_eq_sum_choose
-- 'SiteBlockingVacancies.partitionFunction_eq_sum_choose' depends on axioms: [propext, Classical.choice, Quot.sound]
#print axioms SiteBlockingVacancies.card_vacancySets
-- 'SiteBlockingVacancies.card_vacancySets' depends on axioms: [propext, Classical.choice, Quot.sound]
#print axioms SiteBlockingVacancies.tendsto_log_partitionFunction_div
-- 'SiteBlockingVacancies.tendsto_log_partitionFunction_div' depends on axioms: [propext, Classical.choice, Quot.sound]
```

## One splitting lemma behind every count

`sum_vacancySets_add_two` is the last-site argument for an arbitrary function `f` of the vacancy set. Two uses of `sum_powerset_insert` split the subsets by site \(N+1\) and then, when that site is vacant, by site \(N\). The doubly vacant part vanishes (`hz`), and `hiff` shows that a vacancy on site \(N+1\) puts no condition on the first \(N\) sites. `card_insert_last` supplies the extra vacancy in the exponent.

Different choices of `f` give the results:

- \(z^{|A|}\) gives `partitionFunction_add_two`.
- The indicator of \(|A|=k\) gives the recurrence `hrec` inside `card_arrangements`. A two-step induction then applies Pascal's rule if `j ≤ n + 1`; otherwise all three binomials are zero.
- The constant 1 gives the Fibonacci number in `card_vacancySets`.

`partitionFunction_eq_sum_choose` groups the sets by size with `sum_fiberwise_of_maps_to` and inserts the count.

`growthFactor_spec` proves \(L\ge1\) and \(L^2=L+z\). `partitionFunction_bounds` runs the two-step induction above, with `hp` as the recurrence for powers of \(L\). `tendsto_log_partitionFunction_div` takes logarithms of both bounds and squeezes \(\log Z_N/N\) between \(\log L\) and \(\log L+(\log L)/N\).
